# Free s-wave energies in a Laguerre basis are squared cotangents

In atomic units, expand a free s-wave electron in the first $N\ge 1$ Laguerre functions with common decay $e^{-kr}$, $k>0$, as defined below. The generalised eigenvalues of the kinetic and overlap matrices in this basis are exactly

$$E_j=\frac{k^2}{2}\cot^2\frac{j\pi}{2N+2},\qquad j=1,\dots,N .$$

They decrease with $j$. At fixed $k$, the lowest times $N^2$ tends to $k^2\pi^2/8$, and the highest divided by $N^2$ tends to $2k^2/\pi^2$.

Such pseudostates stand in for the continuum in scattering and photoionisation calculations; the result here concerns the kinetic energy alone, without a potential. In explicit time propagation of this free problem, the quadratic growth of the highest energy restricts the time step.

## From Laguerre functions to standing waves

For the reduced radial function, $r$ times the radial wavefunction, take the basis $\varphi_n(r)=\frac{2kr}{n}e^{-kr}L^{(1)}_{n-1}(2kr)$, $n=1,\dots,N$. Let $A$ have entry 1 between neighbouring indices and 0 elsewhere. With $t=2kr$, the Laguerre recurrence for $tL^{(1)}_{n-1}(t)$ and orthogonality with weight $te^{-t}$ give the overlap matrix $S=2-A$, up to a factor $1/(2k)$. Since $-\frac12\varphi_n''+\frac{k^2}{2}\varphi_n=\frac{kn}{r}\varphi_n$, the same orthogonality gives $T+\frac{k^2}{2}S=2k^2$, where $T$ is the kinetic matrix with the same factor removed. Hence $T=\frac{k^2}{2}(2+A)$.

Put $\theta_j=j\pi/(N+1)$ and $v_n=\sin n\theta_j$. This sequence vanishes at $n=0$ and $n=N+1$, so

$$(Av)_n=\sin(n-1)\theta_j+\sin(n+1)\theta_j=2\cos\theta_j\,v_n .$$

The vector is nonzero because $v_1=\sin\theta_j>0$. The $N$ eigenvalues $2\cos\theta_j$ are distinct, since the cosine decreases strictly on $[0,\pi]$. Another eigenvalue would give $N+1$ independent vectors in dimension $N$, so the list is complete.

Now $Tv=ESv$ rearranges to

$$\left(E+\tfrac{k^2}{2}\right)Av=(2E-k^2)v .$$

If $E=-k^2/2$, this reads $0=-2k^2v$, and $v=0$. Otherwise $v$ is an eigenvector of $A$ with some eigenvalue $2\cos\theta_j$, and solving for $E$ gives

$$E=\frac{k^2}{2}\,\frac{1+\cos\theta_j}{1-\cos\theta_j}=\frac{k^2}{2}\cot^2\frac{\theta_j}{2}.$$

Conversely, each sine vector satisfies $Tv=E_jSv$ with this energy. The fraction increases with $\cos\theta_j$, so $E_j$ decreases with $j$.

For the limits, let $x=\pi/(2N+2)$. The angle for $j=N$ is $\pi/2-x$, so

$$N^2E_N=\frac{k^2}{2}\left(\frac{N\sin x}{\cos x}\right)^2,\qquad \frac{E_1}{N^2}=\frac{k^2}{2}\left(\frac{\cos x}{N\sin x}\right)^2 .$$

As $N\sin x\to\pi/2$ and $\cos x\to1$, the stated limits follow.

For $N=1$, $A=0$, $T=k^2$ and $S=2$, so the only energy is $k^2/2$, in agreement with $\cot^2(\pi/4)=1$.

A particle in a box suggests that $j=1$ is the ground state. Here it is the highest level: the coefficient vector without sign changes belongs to the largest eigenvalue of $A$, which raises $T$ and lowers $S$.

## Matrices, angles and energies in Lean

```lean
import Mathlib

open Real Matrix Filter Topology

namespace LaguerrePseudostates

noncomputable section
```

The index type `Fin N` counts from 0, so index `i` is site $n=i+1$.

```lean
/-- Adjacency matrix of the path with `N` vertices. -/
def pathAdj (N : ℕ) : Matrix (Fin N) (Fin N) ℝ :=
  Matrix.of fun i j => if (i : ℕ) + 1 = (j : ℕ) ∨ (j : ℕ) + 1 = (i : ℕ) then 1 else 0
```

The next two definitions take the scaled matrices as given. Their identification with radial integrals rests on the calculation above, not on the Lean theorems. The letter `k` is the decay constant of the basis, not the wavenumber of a continuum state.

```lean
/-- Overlap matrix `2 - A` of the scaled s-wave Laguerre basis. -/
def overlap (N : ℕ) : Matrix (Fin N) (Fin N) ℝ :=
  (2 : ℝ) • (1 : Matrix (Fin N) (Fin N) ℝ) - pathAdj N

/-- Kinetic-energy matrix `(k²/2)(2 + A)` of the scaled s-wave Laguerre basis. -/
def kinetic (k : ℝ) (N : ℕ) : Matrix (Fin N) (Fin N) ℝ :=
  (k ^ 2 / 2) • ((2 : ℝ) • (1 : Matrix (Fin N) (Fin N) ℝ) + pathAdj N)
```

The angle `halfAngle N j` is $\theta_j/2$. The definition of `energy` accepts every natural `j`; the theorems about the spectrum select $1\le j\le N$.

```lean
/-- The angle `jπ/(2N+2)`. -/
def halfAngle (N j : ℕ) : ℝ := j * π / (2 * N + 2)

/-- The pseudostate energy `(k²/2) cot²(jπ/(2N+2))`, meant for `1 ≤ j ≤ N`. -/
def energy (k : ℝ) (N j : ℕ) : ℝ := k ^ 2 / 2 * Real.cot (halfAngle N j) ^ 2
```

The sine vectors are left unnormalised.

```lean
/-- The standing wave on the path whose amplitude at site `n = 1, …, N` is
`sin(njπ/(N+1))`. -/
def sineMode (N j : ℕ) : Fin N → ℝ :=
  fun i => Real.sin ((((i : ℕ) + 1 : ℕ) : ℝ) * (2 * halfAngle N j))
```

## The complete spectrum of the path

The first lemma is the neighbour sum. It splits each matrix entry into a left and a right part; the two boundary conditions supply the missing neighbours at the ends.

```lean
/-- On a sequence that vanishes just outside both ends of the path, the adjacency matrix
adds the values at the two neighbouring sites. -/
theorem pathAdj_mulVec (N : ℕ) (f : ℕ → ℝ) (h0 : f 0 = 0) (hN : f (N + 1) = 0)
    (i : Fin N) :
    (pathAdj N *ᵥ fun j : Fin N => f ((j : ℕ) + 1)) i = f (i : ℕ) + f ((i : ℕ) + 2) := by
  have hi := i.isLt
  -- split each entry into a left-neighbour and a right-neighbour part
  have hsplit : ∀ j : ℕ,
      (if (i : ℕ) + 1 = j ∨ j + 1 = (i : ℕ) then (1 : ℝ) else 0) * f (j + 1)
      = (if j + 1 = (i : ℕ) then f (i : ℕ) else 0)
        + (if (i : ℕ) + 1 = j then f ((i : ℕ) + 2) else 0) := by
    intro j
    by_cases h1 : j + 1 = (i : ℕ)
    · have h2 : ¬ ((i : ℕ) + 1 = j) := by omega
      rw [if_pos (Or.inr h1), if_pos h1, if_neg h2, h1]; ring
    · by_cases h2 : (i : ℕ) + 1 = j
      · have h3 : j + 1 = (i : ℕ) + 2 := by omega
        rw [if_pos (Or.inl h2), if_neg h1, if_pos h2, h3]; ring
      · rw [if_neg (not_or.mpr ⟨h2, h1⟩), if_neg h1, if_neg h2]; ring
  have e : (pathAdj N *ᵥ fun j : Fin N => f ((j : ℕ) + 1)) i
      = ∑ j : Fin N, ((if (j : ℕ) + 1 = (i : ℕ) then f (i : ℕ) else 0)
        + (if (i : ℕ) + 1 = (j : ℕ) then f ((i : ℕ) + 2) else 0)) := by
    simp only [Matrix.mulVec, dotProduct, pathAdj, Matrix.of_apply]
    exact Finset.sum_congr rfl fun j _ => hsplit j
  have s1 : ∑ j : Fin N, (if (j : ℕ) + 1 = (i : ℕ) then f (i : ℕ) else 0) = f (i : ℕ) := by
    rcases Nat.eq_zero_or_pos (i : ℕ) with hz | hp
    · rw [hz, h0]; simp
    · rw [Finset.sum_eq_single (⟨(i : ℕ) - 1, by omega⟩ : Fin N)]
      · exact if_pos (show (i : ℕ) - 1 + 1 = (i : ℕ) by omega)
      · intro b _ hb
        exact if_neg fun h => hb (Fin.ext (show (b : ℕ) = (i : ℕ) - 1 by omega))
      · intro h; exact absurd (Finset.mem_univ _) h
  have s2 : ∑ j : Fin N, (if (i : ℕ) + 1 = (j : ℕ) then f ((i : ℕ) + 2) else 0)
      = f ((i : ℕ) + 2) := by
    by_cases hl : (i : ℕ) + 1 < N
    · rw [Finset.sum_eq_single (⟨(i : ℕ) + 1, hl⟩ : Fin N)]
      · exact if_pos rfl
      · intro b _ hb
        exact if_neg fun h => hb (Fin.ext h.symm)
      · intro h; exact absurd (Finset.mem_univ _) h
    · have h2 : (i : ℕ) + 2 = N + 1 := by omega
      rw [h2, hN]; simp
  rw [e, Finset.sum_add_distrib, s1, s2]
```

The ordering of the cosines also admits $i=0$, which later gives $\cos\theta_j<1$.

```lean
/-- For `i < j ≤ N` the value `cos(jπ/(N+1))` lies strictly below `cos(iπ/(N+1))`. -/
theorem cos_strictAnti {N i j : ℕ} (hij : i < j) (hj : j ≤ N) :
    Real.cos (2 * halfAngle N j) < Real.cos (2 * halfAngle N i) := by
  have hj' : (j : ℝ) ≤ N := by exact_mod_cast hj
  have hij' : (i : ℝ) < j := by exact_mod_cast hij
  apply Real.cos_lt_cos_of_nonneg_of_le_pi
  · unfold halfAngle; positivity
  · have h : halfAngle N j ≤ π / 2 := by
      rw [halfAngle, div_le_div_iff₀ (by positivity) (by positivity)]
      nlinarith [Real.pi_pos, mul_le_mul_of_nonneg_right hj' Real.pi_pos.le]
    linarith
  · unfold halfAngle; gcongr
```

The first component shows that the mode is nonzero, and the sine addition formulas give its eigenvalue.

```lean
/-- For `1 ≤ j ≤ N` the standing wave is a nonzero eigenvector of the path with
eigenvalue `2 cos(jπ/(N+1))`. -/
theorem pathAdj_sineMode {N j : ℕ} (h1 : 1 ≤ j) (hj : j ≤ N) :
    sineMode N j ≠ 0 ∧
      pathAdj N *ᵥ sineMode N j = (2 * Real.cos (2 * halfAngle N j)) • sineMode N j := by
  have hb : (2 * (N : ℝ) + 2) ≠ 0 := by positivity
  constructor
  · intro h
    have hj0 : (0 : ℝ) < j := by exact_mod_cast h1
    have hj' : (j : ℝ) ≤ N := by exact_mod_cast hj
    have hp : 0 < halfAngle N j := by unfold halfAngle; positivity
    have hlt : halfAngle N j < π / 2 := by
      rw [halfAngle, div_lt_div_iff₀ (by positivity) (by positivity)]
      nlinarith [Real.pi_pos, mul_le_mul_of_nonneg_right hj' Real.pi_pos.le]
    have hs := Real.sin_pos_of_pos_of_lt_pi (x := 2 * halfAngle N j)
      (by linarith) (by linarith)
    have h2 : Real.sin (((0 + 1 : ℕ) : ℝ) * (2 * halfAngle N j)) = 0 :=
      congrFun h ⟨0, by omega⟩
    rw [zero_add, Nat.cast_one, one_mul] at h2
    linarith
  · funext i
    have e : ((N + 1 : ℕ) : ℝ) * (2 * halfAngle N j) = j * π := by
      rw [halfAngle, ← mul_assoc, mul_div_assoc', div_eq_iff hb]
      push_cast; ring
    have h := pathAdj_mulVec N (fun n : ℕ => Real.sin ((n : ℝ) * (2 * halfAngle N j)))
      (by simp) (by simp only [e, Real.sin_nat_mul_pi]) i
    refine h.trans ?_
    simp only [sineMode, Pi.smul_apply, smul_eq_mul]
    have e1 : ((i : ℕ) : ℝ) * (2 * halfAngle N j)
        = (((i : ℕ) + 1 : ℕ) : ℝ) * (2 * halfAngle N j) - 2 * halfAngle N j := by
      push_cast; ring
    have e2 : (((i : ℕ) + 2 : ℕ) : ℝ) * (2 * halfAngle N j)
        = (((i : ℕ) + 1 : ℕ) : ℝ) * (2 * halfAngle N j) + 2 * halfAngle N j := by
      push_cast; ring
    rw [e1, e2, Real.sin_sub, Real.sin_add]; ring
```

For completeness, `Option (Fin N)` labels the $N$ known modes and one supposed extra vector. Distinct eigenvalues make all of them independent, which contradicts the dimension.

```lean
/-- Every real eigenvalue of the path is one of the numbers `2 cos(jπ/(N+1))`,
`1 ≤ j ≤ N`. -/
theorem pathAdj_eigenvalue {N : ℕ} {μ : ℝ} {v : Fin N → ℝ} (hv : v ≠ 0)
    (h : pathAdj N *ᵥ v = μ • v) :
    ∃ j, 1 ≤ j ∧ j ≤ N ∧ μ = 2 * Real.cos (2 * halfAngle N j) := by
  by_contra hcon
  have hne : ∀ b : Fin N, μ ≠ 2 * Real.cos (2 * halfAngle N ((b : ℕ) + 1)) :=
    fun b hb => hcon ⟨(b : ℕ) + 1, Nat.le_add_left 1 _, b.isLt, hb⟩
  have hinj : Function.Injective (fun o : Option (Fin N) =>
      o.elim μ fun b => 2 * Real.cos (2 * halfAngle N ((b : ℕ) + 1))) := by
    intro a b hab
    rcases a with _ | a <;> rcases b with _ | b
    · rfl
    · exact (hne b hab).elim
    · exact (hne a hab.symm).elim
    · have hab' : 2 * Real.cos (2 * halfAngle N ((a : ℕ) + 1))
          = 2 * Real.cos (2 * halfAngle N ((b : ℕ) + 1)) := hab
      rcases lt_trichotomy (a : ℕ) (b : ℕ) with hl | he | hl
      · linarith [cos_strictAnti (Nat.succ_lt_succ hl) (Nat.succ_le_of_lt b.isLt)]
      · exact congrArg some (Fin.ext he)
      · linarith [cos_strictAnti (Nat.succ_lt_succ hl) (Nat.succ_le_of_lt a.isLt)]
  -- a further eigenvalue would give N + 1 independent vectors in dimension N
  have hli := Module.End.eigenvectors_linearIndependent' (Matrix.toLin' (pathAdj N)) _ hinj
    (fun o : Option (Fin N) => o.elim v fun b => sineMode N ((b : ℕ) + 1)) (by
      intro o
      rcases o with _ | b
      · exact ⟨Module.End.mem_eigenspace_iff.mpr ((Matrix.toLin'_apply _ _).trans h), hv⟩
      · have hm := pathAdj_sineMode (Nat.le_add_left 1 (b : ℕ)) (Nat.succ_le_of_lt b.isLt)
        exact ⟨Module.End.mem_eigenspace_iff.mpr
          ((Matrix.toLin'_apply _ _).trans hm.2), hm.1⟩)
  have hc := hli.fintype_card_le_finrank
  simp at hc
```

## From the path to the generalised eigenvalue problem

The half-angle identity is stated as $E_j(2-2\cos\theta_j)=\frac{k^2}{2}(2+2\cos\theta_j)$.

```lean
/-- For `1 ≤ j ≤ N` the pseudostate energy is the ratio of the kinetic to the overlap
eigenvalue, written without division. -/
theorem energy_relation (k : ℝ) {N j : ℕ} (h1 : 1 ≤ j) (hj : j ≤ N) :
    energy k N j * (2 - 2 * Real.cos (2 * halfAngle N j))
      = k ^ 2 / 2 * (2 + 2 * Real.cos (2 * halfAngle N j)) := by
  have hlt := cos_strictAnti (show 0 < j from h1) hj
  have hz : Real.cos (2 * halfAngle N 0) = 1 := by simp [halfAngle]
  have hsc := Real.sin_sq_add_cos_sq (halfAngle N j)
  rw [hz, Real.cos_two_mul] at hlt
  have hs : Real.sin (halfAngle N j) ≠ 0 := by
    intro h0
    rw [h0] at hsc
    nlinarith
  have h : Real.cot (halfAngle N j) ^ 2 * Real.sin (halfAngle N j) ^ 2
      = Real.cos (halfAngle N j) ^ 2 := by
    rw [Real.cot_eq_cos_div_sin, ← mul_pow, div_mul_cancel₀ _ hs]
  rw [energy, Real.cos_two_mul]
  linear_combination (2 * k ^ 2) * h - (2 * k ^ 2 * Real.cot (halfAngle N j) ^ 2) * hsc
```

The main theorem says that a real `E` admits a nonzero real vector with $Tv=ESv$ exactly when it is one of the listed energies. In the forward direction, `hne` excludes $E=-k^2/2$, `hA` turns `v` into an eigenvector of $A$, and cancelling $2-2\cos\theta_j$ identifies $E$. The reverse direction inserts the sine mode. For $N=0$ both sides are false.

```lean
/-- For `k > 0`, the real generalised eigenvalues of the Laguerre kinetic and overlap
matrices are exactly `(k²/2) cot²(jπ/(2N+2))` with `j = 1, …, N`. -/
theorem generalised_eigenvalue_iff {k : ℝ} (hk : 0 < k) (N : ℕ) (E : ℝ) :
    (∃ v : Fin N → ℝ, v ≠ 0 ∧ kinetic k N *ᵥ v = E • (overlap N *ᵥ v)) ↔
      ∃ j, 1 ≤ j ∧ j ≤ N ∧ E = energy k N j := by
  have hT : ∀ (v : Fin N → ℝ) i,
      (kinetic k N *ᵥ v) i = k ^ 2 / 2 * (2 * v i + (pathAdj N *ᵥ v) i) := by
    intro v i
    simp [kinetic, Matrix.add_mulVec, Matrix.smul_mulVec]
    ring
  have hS : ∀ (v : Fin N → ℝ) i,
      (overlap N *ᵥ v) i = 2 * v i - (pathAdj N *ᵥ v) i := by
    intro v i
    simp [overlap, Matrix.sub_mulVec, Matrix.smul_mulVec]
  constructor
  · rintro ⟨v, hv, h⟩
    have hi : ∀ i, k ^ 2 / 2 * (2 * v i + (pathAdj N *ᵥ v) i)
        = E * (2 * v i - (pathAdj N *ᵥ v) i) := by
      intro i
      rw [← hT, ← hS, h, Pi.smul_apply, smul_eq_mul]
    have hne : E + k ^ 2 / 2 ≠ 0 := by
      intro h0
      apply hv
      funext i
      have hz : k ^ 2 * v i = 0 := by
        linear_combination (1 / 2) * hi i + (v i - (pathAdj N *ᵥ v) i / 2) * h0
      exact (mul_eq_zero.mp hz).resolve_left (pow_ne_zero 2 hk.ne')
    -- v is an eigenvector of the path itself
    have hA : pathAdj N *ᵥ v = ((2 * E - k ^ 2) / (E + k ^ 2 / 2)) • v := by
      funext i
      rw [Pi.smul_apply, smul_eq_mul, div_mul_eq_mul_div, eq_div_iff hne]
      linear_combination hi i
    obtain ⟨j, h1, hj, hμ⟩ := pathAdj_eigenvalue hv hA
    refine ⟨j, h1, hj, ?_⟩
    rw [div_eq_iff hne] at hμ
    have hlt := cos_strictAnti (show 0 < j from h1) hj
    have hz : Real.cos (2 * halfAngle N 0) = 1 := by simp [halfAngle]
    have hc : 2 - 2 * Real.cos (2 * halfAngle N j) ≠ 0 := by
      rw [hz] at hlt
      exact ne_of_gt (by linarith)
    exact mul_right_cancel₀ hc (by linear_combination hμ - energy_relation k h1 hj)
  · rintro ⟨j, h1, hj, rfl⟩
    obtain ⟨hm, hA⟩ := pathAdj_sineMode h1 hj
    refine ⟨sineMode N j, hm, ?_⟩
    funext i
    rw [Pi.smul_apply, smul_eq_mul, hT, hS, hA, Pi.smul_apply, smul_eq_mul]
    linear_combination (-(sineMode N j i)) * energy_relation k h1 hj
```

The ordering follows by comparing two instances of the half-angle relation and cancelling the positive factor $1-\cos\theta_i$.

```lean
/-- For `k > 0` the pseudostate energies decrease strictly as `j` runs from `1` to `N`. -/
theorem energy_strictAnti {k : ℝ} (hk : 0 < k) {N i j : ℕ} (h1 : 1 ≤ i) (hij : i < j)
    (hj : j ≤ N) : energy k N j < energy k N i := by
  have hc := cos_strictAnti hij hj
  have hlt := cos_strictAnti (show 0 < i from h1) (hij.le.trans hj)
  have hz : Real.cos (2 * halfAngle N 0) = 1 := by simp [halfAngle]
  rw [hz] at hlt
  have ri := energy_relation k h1 (hij.le.trans hj)
  have rj := energy_relation k (h1.trans hij.le) hj
  have hE : 0 ≤ energy k N j := by unfold energy; positivity
  have h : energy k N j * (1 - Real.cos (2 * halfAngle N i))
      < energy k N i * (1 - Real.cos (2 * halfAngle N i)) := by
    nlinarith [mul_nonneg hE (sub_pos.mpr hc).le, mul_pos (pow_pos hk 2) (sub_pos.mpr hc)]
  exact lt_of_mul_lt_mul_right h (by linarith)
```

## Growth of the energy range with the basis

The slope of the sine at the origin gives $N\sin x\to\pi/2$.

```lean
/-- As the basis grows, `cos(π/(2N+2))` tends to `1` and `N sin(π/(2N+2))` to `π/2`. -/
theorem tendsto_cos_and_sin :
    Tendsto (fun N : ℕ => Real.cos (halfAngle N 1)) atTop (𝓝 1) ∧
      Tendsto (fun N : ℕ => (N : ℝ) * Real.sin (halfAngle N 1)) atTop (𝓝 (π / 2)) := by
  have hform : ∀ N : ℕ, π / 2 * (1 / ((N : ℝ) + 1)) = halfAngle N 1 := by
    intro N
    have ha : (N : ℝ) + 1 ≠ 0 := by positivity
    have hb : 2 * (N : ℝ) + 2 ≠ 0 := by positivity
    rw [halfAngle, eq_div_iff hb, Nat.cast_one]
    calc π / 2 * (1 / ((N : ℝ) + 1)) * (2 * N + 2)
        = π * (1 / ((N : ℝ) + 1) * (N + 1)) := by ring
      _ = 1 * π := by rw [one_div_mul_cancel ha]; ring
  have hx : Tendsto (fun N : ℕ => halfAngle N 1) atTop (𝓝 0) := by
    have h := (tendsto_one_div_add_atTop_nhds_zero_nat (𝕜 := ℝ)).const_mul (π / 2)
    rw [mul_zero] at h
    exact h.congr hform
  have hNx : Tendsto (fun N : ℕ => (N : ℝ) * halfAngle N 1) atTop (𝓝 (π / 2)) := by
    have h := (tendsto_natCast_div_add_atTop (1 : ℝ)).const_mul (π / 2)
    rw [mul_one] at h
    refine h.congr fun N => ?_
    rw [← hform N]; ring
  have hne : ∀ N : ℕ, halfAngle N 1 ≠ 0 := by
    intro N
    rw [← hform N]; positivity
  constructor
  · have h := (Real.continuous_cos.tendsto 0).comp hx
    rw [Real.cos_zero] at h
    exact h
  · -- the slope of the sine at the origin is one
    have h : Tendsto (fun t : ℝ => t⁻¹ * Real.sin t) (𝓝[≠] 0) (𝓝 1) := by
      simpa using (Real.hasDerivAt_sin 0).tendsto_slope_zero
    have h3 := hNx.mul (h.comp (tendsto_nhdsWithin_iff.mpr ⟨hx, Eventually.of_forall hne⟩))
    rw [mul_one] at h3
    refine h3.congr fun N => ?_
    show (N : ℝ) * halfAngle N 1 * ((halfAngle N 1)⁻¹ * Real.sin (halfAngle N 1)) = _
    rw [mul_assoc, mul_inv_cancel_left₀ (hne N)]
```

The last theorem combines these limits, using the complementary angle for $j=N$. The number `k` stays fixed as `N` grows.

```lean
/-- The energy with `j = N` times `N²` tends to `k²π²/8`, and the energy with `j = 1`
divided by `N²` tends to `2k²/π²`. -/
theorem energy_scaling (k : ℝ) :
    Tendsto (fun N : ℕ => energy k N N * (N : ℝ) ^ 2) atTop (𝓝 (k ^ 2 * π ^ 2 / 8)) ∧
      Tendsto (fun N : ℕ => energy k N 1 / (N : ℝ) ^ 2) atTop (𝓝 (2 * k ^ 2 / π ^ 2)) := by
  obtain ⟨hc, hs⟩ := tendsto_cos_and_sin
  constructor
  · have h := ((hs.div hc one_ne_zero).pow 2).const_mul (k ^ 2 / 2)
    have e : k ^ 2 / 2 * (π / 2 / 1) ^ 2 = k ^ 2 * π ^ 2 / 8 := by ring
    rw [e] at h
    refine h.congr fun N => ?_
    have hb : 2 * (N : ℝ) + 2 ≠ 0 := by positivity
    -- the largest angle is the complement of the smallest
    have hcomp : halfAngle N N = π / 2 - halfAngle N 1 := by
      rw [eq_sub_iff_add_eq, halfAngle, halfAngle, ← add_div,
        div_eq_div_iff hb two_ne_zero]
      push_cast; ring
    show k ^ 2 / 2 * ((N : ℝ) * Real.sin (halfAngle N 1) / Real.cos (halfAngle N 1)) ^ 2 = _
    rw [energy, hcomp, Real.cot_eq_cos_div_sin, Real.cos_pi_div_two_sub,
      Real.sin_pi_div_two_sub]
    ring
  · have h := ((hc.div hs (by positivity)).pow 2).const_mul (k ^ 2 / 2)
    have e : k ^ 2 / 2 * (1 / (π / 2)) ^ 2 = 2 * k ^ 2 / π ^ 2 := by ring
    rw [e] at h
    refine h.congr fun N => ?_
    show k ^ 2 / 2 * (Real.cos (halfAngle N 1) / ((N : ℝ) * Real.sin (halfAngle N 1))) ^ 2 = _
    rw [energy, Real.cot_eq_cos_div_sin]
    ring

end

end LaguerrePseudostates
```

```lean
#print axioms LaguerrePseudostates.generalised_eigenvalue_iff
#print axioms LaguerrePseudostates.energy_strictAnti
#print axioms LaguerrePseudostates.energy_scaling
```

```
'LaguerrePseudostates.generalised_eigenvalue_iff' depends on axioms: [propext, Classical.choice, Quot.sound]
'LaguerrePseudostates.energy_strictAnti' depends on axioms: [propext, Classical.choice, Quot.sound]
'LaguerrePseudostates.energy_scaling' depends on axioms: [propext, Classical.choice, Quot.sound]
```
